# The normal-momentum integral gives a closed beam the profile exp(−κ|z|)/(2κ)

## Definitions and conventions

A crystal layer lies in the plane $z=0$, and $z$ is the coordinate along its normal. Vectors parallel to the layer have two real components. Among them are the Bloch wavevector $k$ and a reciprocal lattice vector $g$ of the layer. The wave with lateral wavevector $k+g$ is called beam $k+g$.

Energies are measured from the constant potential between the layers, in units with $\hbar^2/2m=1$, so the energy of a free electron is the square of the length of its wavevector. The free propagator in momentum space is taken with the sign that makes it the inverse of $-\nabla^2-E$. With $q$ for the momentum along the normal, it reads

$$\frac{1}{q^2+\|k+g\|^2-E}.$$

The energy $E$ is real. A beam is closed, or evanescent, when $E<\|k+g\|^2$: its lateral motion alone would need more energy than the electron has. For a closed beam the decay constant is

$$\kappa=\sqrt{\|k+g\|^2-E}>0,$$

and the profile along the normal is defined by

$$\varphi(z)=\frac{1}{2\pi}\int_{-\infty}^{\infty}\frac{e^{iqz}}{q^2+\|k+g\|^2-E}\,dq .$$

## Where the profile comes from

Put one point source on each site $R$ of a planar lattice with cell area $A$, and give it the Bloch phase $e^{ik\cdot R}$. The field is a sum of free propagators centred on the sites. Written as an integral over three-dimensional momentum, the sum over $R$ selects the lateral momenta $k+g$ and leaves the normal momentum $q$ free. If every beam is closed, the field at lateral position $\rho$ and height $z\neq0$ is then

$$\frac1A\sum_g e^{i(k+g)\cdot\rho}\,\varphi_{k+g}(z),$$

where $\varphi_{k+g}$ is the profile defined above for that beam. When some beams are open, the terms of the closed ones keep this form. This lattice sum is background for the definition, and the Lean development starts from the $q$ integral of a single beam.

In layer KKR with a constant potential between the layers, a closed beam emitted by one layer is weakened by the factor $e^{-\kappa d}$ over each further distance $d$ towards the next. This bears on how many beams a calculation must keep.

## What is proved

The central statement concerns a positive real $\kappa$ and any real $z$:

$$\int_{-\infty}^{\infty}\frac{e^{iqz}}{q^2+\kappa^2}\,dq=\frac{\pi}{\kappa}\,e^{-\kappa|z|}.$$

This is `normal_momentum_integral`. The companion theorem `integrand_integrable` says that the integral converges absolutely.

Two statements about beams follow under the hypothesis $E<\|k+g\|^2$. The theorem `beamProfile_eq` gives the profile in closed form,

$$\varphi(z)=\frac{e^{-\kappa|z|}}{2\kappa},$$

and `beamProfile_attenuation` says that for $z\ge 0$ and $d\ge 0$

$$\varphi(z+d)=e^{-\kappa d}\,\varphi(z).$$

The Lean objects correspond to the physics as follows.

- `Lateral` is the Euclidean plane, `EuclideanSpace ℝ (Fin 2)`, so `‖k + g‖` is the ordinary length of the lateral wavevector.
- `beamDecay E k g` is $\kappa$, defined as a real square root.
- `beamProfile E k g z` is $\varphi(z)$, defined by the momentum integral with its factor $1/(2\pi)$. The exponential form is a theorem and no part of the definition.
- The hypothesis `E < ‖k + g‖ ^ 2` says that the beam is closed.

In Lean the profile is declared as a complex number because the integrand is complex. The closed form shows that for a closed beam it is real and positive. The vectors `k` and `g` are arbitrary elements of the plane. No lattice is specified, so the theorems hold in particular for every reciprocal lattice vector of every planar lattice.

Open beams, with $E>\|k+g\|^2$, are not covered. Their integrand has poles on the real $q$ axis, and the integral has a meaning only after a rule for treating the poles is chosen, for example the one that gives outgoing waves. The threshold $E=\|k+g\|^2$ is excluded as well, since the integrand then behaves as $1/q^2$ near $q=0$. Complex energies, a potential that varies between the layers, and scattering inside a layer are also absent from the model.

## Derivation

**The transform of the exponential.** Start from the answer and transform it. For real $p$, split the line at $x=0$, where $|x|$ changes its form:

$$\int_{-\infty}^{\infty}e^{ipx}e^{-\kappa|x|}\,dx=\int_{-\infty}^{0}e^{(\kappa+ip)x}\,dx+\int_0^{\infty}e^{(-\kappa+ip)x}\,dx .$$

The first exponent has real part $\kappa x$, which tends to $-\infty$ on the left. The second has real part $-\kappa x$, which tends to $-\infty$ on the right. Both integrals therefore converge absolutely, and their sum is

$$\frac{1}{\kappa+ip}-\frac{1}{-\kappa+ip}=\frac{1}{\kappa+ip}+\frac{1}{\kappa-ip}=\frac{2\kappa}{p^2+\kappa^2}.$$

**Convergence of the momentum integral.** Since $q$ and $z$ are real, $|e^{iqz}|=1$. The absolute value of the integrand is

$$\frac{1}{q^2+\kappa^2}=\frac{1}{\kappa^2}\,\frac{1}{1+(q/\kappa)^2},$$

which is a rescaled copy of the integrable function $1/(1+t^2)$.

**Inversion.** Write $f(x)=e^{-\kappa|x|}$ and use the Fourier convention

$$\hat f(w)=\int_{-\infty}^{\infty}e^{-2\pi iwx}f(x)\,dx .$$

The first step with $p=-2\pi w$ gives

$$\hat f(w)=\frac{2\kappa}{(2\pi w)^2+\kappa^2}.$$

The function $f$ is continuous and integrable, and $\hat f$ is integrable by the second step. The inversion formula therefore holds at every point $z$:

$$e^{-\kappa|z|}=\int_{-\infty}^{\infty}e^{2\pi ivz}\,\frac{2\kappa}{(2\pi v)^2+\kappa^2}\,dv .$$

Substitute $q=2\pi v$, so that $dv=dq/(2\pi)$:

$$e^{-\kappa|z|}=\frac{\kappa}{\pi}\int_{-\infty}^{\infty}\frac{e^{iqz}}{q^2+\kappa^2}\,dq .$$

Multiplying by $\pi/\kappa$ gives the integral.

**The beam.** For a closed beam $\|k+g\|^2-E=\kappa^2$ with $\kappa>0$. Hence

$$\varphi(z)=\frac{1}{2\pi}\cdot\frac{\pi}{\kappa}\,e^{-\kappa|z|}=\frac{e^{-\kappa|z|}}{2\kappa}.$$

If $z\ge0$ and $d\ge0$, then $|z+d|=z+d$ and $|z|=z$. The exponential splits as $e^{-\kappa(z+d)}=e^{-\kappa d}e^{-\kappa z}$, which is the attenuation law.

## In the plane and near threshold

At $z=0$ the phase factor is 1, and the integral reduces to the area under a Lorentzian, $\int dq/(q^2+\kappa^2)=\pi/\kappa$. The beam then has the value $1/(2\kappa)$ in the plane of the layer.

As $E$ rises towards $\|k+g\|^2$ from below, $\kappa$ tends to zero. The decay length $1/\kappa$ grows without bound, and so does the value $1/(2\kappa)$ in the plane. A beam just below its threshold therefore reaches far from the layer.

## The Lean development

```lean
import Mathlib

open MeasureTheory
open Complex (I)
open scoped Real FourierTransform

namespace EvanescentBeam

noncomputable section

/-- Wavevectors parallel to the layer. -/
abbrev Lateral := EuclideanSpace ℝ (Fin 2)

/-- The decay constant `κ = √(‖k+g‖² - E)` of beam `k+g` at energy `E`, for `E ≤ ‖k+g‖²`. -/
def beamDecay (E : ℝ) (k g : Lateral) : ℝ := √(‖k + g‖ ^ 2 - E)

/-- The profile of beam `k+g` along the layer normal: the free propagator `1/(q² + ‖k+g‖² - E)`
times `exp(iqz)/(2π)`, integrated over the normal momentum `q`, for `E < ‖k+g‖²`. -/
def beamProfile (E : ℝ) (k g : Lateral) (z : ℝ) : ℂ :=
  1 / (2 * π) * ∫ q : ℝ, Complex.exp (I * q * z) / ((q : ℂ) ^ 2 + ((‖k + g‖ ^ 2 - E : ℝ) : ℂ))

/-- For `κ > 0` the profile `exp(-κ|x|)` has an absolutely convergent Fourier integral, equal
to the Lorentzian `2κ/(p² + κ²)`. -/
theorem exponential_transform {κ : ℝ} (hκ : 0 < κ) (p : ℝ) :
    Integrable (fun x : ℝ => Complex.exp (I * p * x) * (Real.exp (-κ * |x|) : ℂ)) ∧
    ∫ x : ℝ, Complex.exp (I * p * x) * (Real.exp (-κ * |x|) : ℂ)
      = 2 * κ / ((p : ℂ) ^ 2 + (κ : ℂ) ^ 2) := by
  -- on each half-line the integrand is a single exponential
  have hL : ∀ x ∈ Set.Iic (0 : ℝ), Complex.exp (I * p * x) * (Real.exp (-κ * |x|) : ℂ)
      = Complex.exp ((κ + I * p) * x) := by
    intro x hx
    rw [abs_of_nonpos (Set.mem_Iic.mp hx), Complex.ofReal_exp, ← Complex.exp_add]
    congr 1
    push_cast
    ring
  have hR : ∀ x ∈ Set.Ioi (0 : ℝ), Complex.exp (I * p * x) * (Real.exp (-κ * |x|) : ℂ)
      = Complex.exp ((-κ + I * p) * x) := by
    intro x hx
    rw [abs_of_pos (Set.mem_Ioi.mp hx), Complex.ofReal_exp, ← Complex.exp_add]
    congr 1
    push_cast
    ring
  have ha : 0 < ((κ : ℂ) + I * p).re := by simpa using hκ
  have hb : (-(κ : ℂ) + I * p).re < 0 := by simpa using hκ
  have iL := (integrableOn_exp_mul_complex_Iic ha 0).congr_fun
    (fun x hx => (hL x hx).symm) measurableSet_Iic
  have iR := (integrableOn_exp_mul_complex_Ioi hb 0).congr_fun
    (fun x hx => (hR x hx).symm) measurableSet_Ioi
  refine ⟨integrableOn_univ.mp ?_, ?_⟩
  · rw [← Set.Iic_union_Ioi (a := (0 : ℝ))]
    exact iL.union iR
  · have ha0 : (κ : ℂ) + I * p ≠ 0 := fun h => by rw [h] at ha; simp at ha
    have hb0 : -(κ : ℂ) + I * p ≠ 0 := fun h => by rw [h] at hb; simp at hb
    have hprod : (p : ℂ) ^ 2 + (κ : ℂ) ^ 2 = -((κ + I * p) * (-κ + I * p)) := by
      linear_combination (p : ℂ) ^ 2 * Complex.I_sq
    rw [← intervalIntegral.integral_Iic_add_Ioi iL iR,
      setIntegral_congr_fun measurableSet_Iic hL, setIntegral_congr_fun measurableSet_Ioi hR,
      integral_exp_mul_complex_Iic ha, integral_exp_mul_complex_Ioi hb, hprod]
    simp only [Complex.ofReal_zero, mul_zero, Complex.exp_zero]
    rw [div_add_div _ _ ha0 hb0, div_eq_div_iff (mul_ne_zero ha0 hb0)
      (neg_ne_zero.mpr (mul_ne_zero ha0 hb0))]
    ring

/-- For `κ > 0` the normal-momentum integral converges absolutely. -/
theorem integrand_integrable {κ : ℝ} (hκ : 0 < κ) (z : ℝ) :
    Integrable (fun q : ℝ => Complex.exp (I * q * z) / ((q : ℂ) ^ 2 + (κ : ℂ) ^ 2)) := by
  have h := (integrable_inv_one_add_sq.comp_mul_left' (inv_ne_zero hκ.ne')).const_mul (κ ^ 2)⁻¹
  have hm : Measurable
      (fun q : ℝ => Complex.exp (I * q * z) / ((q : ℂ) ^ 2 + (κ : ℂ) ^ 2)) := by fun_prop
  refine h.mono' hm.aestronglyMeasurable (Filter.Eventually.of_forall fun q => le_of_eq ?_)
  have h1 : ‖Complex.exp (I * q * z)‖ = 1 := by
    rw [Complex.norm_exp]
    simp
  have h2 : (q : ℂ) ^ 2 + (κ : ℂ) ^ 2 = ((q ^ 2 + κ ^ 2 : ℝ) : ℂ) := by push_cast; ring
  have h3 : κ * κ⁻¹ = 1 := mul_inv_cancel₀ hκ.ne'
  rw [norm_div, h1, h2, Complex.norm_real, Real.norm_of_nonneg (by positivity), one_div,
    ← mul_inv]
  congr 1
  linear_combination (-q ^ 2 * (κ * κ⁻¹ + 1)) * h3

/-- The normal-momentum integral: for `κ > 0` and real `z`,
`∫ exp(iqz)/(q² + κ²) dq = π exp(-κ|z|)/κ`. -/
theorem normal_momentum_integral {κ : ℝ} (hκ : 0 < κ) (z : ℝ) :
    ∫ q : ℝ, Complex.exp (I * q * z) / ((q : ℂ) ^ 2 + (κ : ℂ) ^ 2)
      = π * (Real.exp (-κ * |z|) : ℂ) / κ := by
  have hF : 𝓕 (fun x : ℝ => (Real.exp (-κ * |x|) : ℂ))
      = fun w : ℝ => 2 * (κ : ℂ) / (((2 * π * w : ℝ) : ℂ) ^ 2 + (κ : ℂ) ^ 2) := by
    funext w
    have h := (exponential_transform hκ (-(2 * π * w))).2
    rw [Complex.ofReal_neg, neg_sq] at h
    rw [Real.fourier_eq', ← h]
    congr 1
    ext x
    rw [smul_eq_mul]
    congr 2
    simp only [RCLike.inner_apply, conj_trivial]
    push_cast
    ring
  have hc : Continuous (fun x : ℝ => (Real.exp (-κ * |x|) : ℂ)) := by fun_prop
  have hi : Integrable (fun x : ℝ => (Real.exp (-κ * |x|) : ℂ)) := by
    simpa using (exponential_transform hκ 0).1
  have hFi : Integrable (𝓕 (fun x : ℝ => (Real.exp (-κ * |x|) : ℂ))) := by
    rw [hF]
    refine (((integrand_integrable hκ 0).comp_mul_left' Real.two_pi_pos.ne').const_mul
      (2 * (κ : ℂ))).congr (Filter.Eventually.of_forall fun w => ?_)
    simp only [Complex.ofReal_zero, mul_zero, Complex.exp_zero]
    ring
  -- Fourier inversion, followed by the rescaling q = 2πv
  have hinv := congrFun (hc.fourierInv_fourier_eq hi hFi) z
  rw [hF, Real.fourierInv_eq'] at hinv
  obtain ⟨G, hG⟩ : ∃ G : ℝ → ℂ, G = fun q : ℝ =>
    Complex.exp (I * q * z) / ((q : ℂ) ^ 2 + (κ : ℂ) ^ 2) := ⟨_, rfl⟩
  have h3 : 2 * (κ : ℂ) * ∫ v : ℝ, G (2 * π * v) = (Real.exp (-κ * |z|) : ℂ) := by
    refine Eq.trans ?_ hinv
    rw [← integral_const_mul]
    congr 1
    ext v
    have he : Complex.exp (I * ((2 * π * v : ℝ) : ℂ) * z)
        = Complex.exp (((2 * π * inner ℝ v z : ℝ) : ℂ) * I) := by
      congr 1
      simp only [RCLike.inner_apply, conj_trivial]
      push_cast
      ring
    simp only [hG, smul_eq_mul]
    rw [he]
    ring
  rw [Measure.integral_comp_mul_left G (2 * π), abs_of_pos (inv_pos.mpr Real.two_pi_pos),
    Complex.real_smul] at h3
  have hκ' : (κ : ℂ) ≠ 0 := Complex.ofReal_ne_zero.mpr hκ.ne'
  have hπ : (π : ℂ) ≠ 0 := Complex.ofReal_ne_zero.mpr Real.pi_ne_zero
  rw [← hG, ← h3, Complex.ofReal_inv, Complex.ofReal_mul, Complex.ofReal_ofNat]
  field_simp

/-- If `E < ‖k+g‖²`, the decay constant is positive and `κ² = ‖k+g‖² - E`. -/
theorem beamDecay_spec {E : ℝ} {k g : Lateral} (h : E < ‖k + g‖ ^ 2) :
    0 < beamDecay E k g ∧ ((‖k + g‖ ^ 2 - E : ℝ) : ℂ) = (beamDecay E k g : ℂ) ^ 2 := by
  refine ⟨Real.sqrt_pos.mpr (sub_pos.mpr h), ?_⟩
  rw [← Complex.ofReal_pow, beamDecay, Real.sq_sqrt (sub_pos.mpr h).le]

/-- If `E < ‖k+g‖²`, beam `k+g` has the profile `exp(-κ|z|)/(2κ)`. -/
theorem beamProfile_eq {E : ℝ} {k g : Lateral} (h : E < ‖k + g‖ ^ 2) (z : ℝ) :
    beamProfile E k g z
      = (Real.exp (-beamDecay E k g * |z|) : ℂ) / (2 * beamDecay E k g) := by
  obtain ⟨hκ, hsq⟩ := beamDecay_spec h
  have hκ' : (beamDecay E k g : ℂ) ≠ 0 := Complex.ofReal_ne_zero.mpr hκ.ne'
  have hπ : (π : ℂ) ≠ 0 := Complex.ofReal_ne_zero.mpr Real.pi_ne_zero
  rw [beamProfile, hsq, normal_momentum_integral hκ]
  field_simp

/-- If `E < ‖k+g‖²`, moving a distance `d ≥ 0` further from the plane, starting at `z ≥ 0`,
multiplies the beam by `exp(-κd)`. -/
theorem beamProfile_attenuation {E : ℝ} {k g : Lateral} (h : E < ‖k + g‖ ^ 2) {z d : ℝ}
    (hz : 0 ≤ z) (hd : 0 ≤ d) :
    beamProfile E k g (z + d)
      = (Real.exp (-beamDecay E k g * d) : ℂ) * beamProfile E k g z := by
  rw [beamProfile_eq h, beamProfile_eq h, abs_of_nonneg hz, abs_of_nonneg (add_nonneg hz hd),
    mul_add, Real.exp_add, Complex.ofReal_mul]
  ring

end

end EvanescentBeam
```

```lean
#print axioms EvanescentBeam.normal_momentum_integral
#print axioms EvanescentBeam.beamProfile_attenuation
```

```
'EvanescentBeam.normal_momentum_integral' depends on axioms: [propext, Classical.choice, Quot.sound]
'EvanescentBeam.beamProfile_attenuation' depends on axioms: [propext, Classical.choice, Quot.sound]
```

## From the half-lines to the beam

`exponential_transform` carries out the first step and returns two facts together: the integrand is integrable, and its integral is the Lorentzian. The statements `hL` and `hR` replace $|x|$ by $-x$ or $x$ and merge the two factors into one exponential on each half-line. The signs of the real parts, `ha` and `hb`, are what Mathlib's half-line integrals require. The identity `hprod` is the factorisation

$$p^2+\kappa^2=-(\kappa+ip)(-\kappa+ip),$$

which uses $i^2=-1$ and writes the denominator of the Lorentzian through the denominators of the two half-line integrals.

`integrand_integrable` is the comparison with $1/(1+t^2)$. Mathlib supplies integrability of that function, `comp_mul_left'` rescales its argument by $\kappa^{-1}$, and `const_mul` adds the factor $\kappa^{-2}$. The comparison lemma `mono'` asks for measurability, supplied by `hm`, and an upper bound on the norm. Here the bound is an equality, as in the calculation by hand, and the closing `linear_combination` verifies it from $\kappa\kappa^{-1}=1$.

`normal_momentum_integral` assembles the inversion. Its statement `hF` computes the Fourier transform in Mathlib's convention, by using `exponential_transform` at $p=-2\pi w$. The three conditions for inversion are then supplied in turn:

- `hc` is continuity of $e^{-\kappa|x|}$.
- `hi` is its integrability, taken from `exponential_transform` at $p=0$.
- `hFi` is integrability of the transform, taken from `integrand_integrable` at $z=0$ after rescaling.

The inversion theorem gives `hinv`, an identity between functions evaluated at the chosen point $z$. The auxiliary function `G` is the integrand in the variable $q$, and `h3` rewrites the inversion formula as $2\kappa$ times the integral of $G(2\pi v)$ over $v$. The lemma `Measure.integral_comp_mul_left` performs the substitution $q=2\pi v$ and produces the factor $1/(2\pi)$. What remains is the division by $\kappa/\pi$, which `field_simp` completes.

The beam theorems are short because the analysis is finished by then. `beamDecay_spec` turns the closed-beam condition into the two properties needed, $\kappa>0$ and $\kappa^2=\|k+g\|^2-E$. `beamProfile_eq` unfolds the definition, replaces $\|k+g\|^2-E$ by $\kappa^2$, and inserts the integral. `beamProfile_attenuation` applies this closed form at both $z+d$ and $z$, removes the absolute values with the two sign hypotheses, and splits the exponential of the sum.
